# At fixed coupling, a κ-MP2 term vanishes linearly with its gap

The second-order energy of a double excitation is \(-K^2/D\), where \(K\) is its coupling to the reference and \(D\) its orbital-energy gap. If \(D\) closes while \(K\neq 0\) stays fixed, this term runs to \(-\infty\), and a single near-degenerate excitation can ruin an MP2 energy. κ-MP2 multiplies the term by \((1-e^{-kD})^2\), where the fixed parameter \(k>0\) is the κ of the name. The damped term goes to zero instead, and so does a sum of finitely many such terms if all their gaps close at fixed real couplings.

```lean
import Mathlib

open Filter Topology

namespace KappaMP2SmallGap

noncomputable section
```

The file loads Mathlib and opens the notation for limits.

```lean
/-- The second-order energy term of a double excitation with coupling `K` and gap `D > 0`,
multiplied by the `n`-th power of the damping factor `1 - exp (-k D)`. -/
def dampedTerm (n : ℕ) (k K D : ℝ) : ℝ :=
  -K ^ 2 * (1 - Real.exp (-(k * D))) ^ n / D
```

In ordinary notation, `dampedTerm n k K D` is
\[
-\frac{K^2\,g(D)^n}{D},\qquad g(D)=1-e^{-kD}.
\]
Lean reads `-K ^ 2` as \(-(K^2)\). In a spin-orbital picture, \(K\) is a real antisymmetrised integral and \(D\) is the sum of the two virtual orbital energies minus the sum of the two occupied ones. The parameter \(k\) is an inverse energy: for \(k>0\), damping is strong at gaps well below \(1/k\). The definition accepts any real \(D\); the theorems supply \(D>0\).

```lean
/-- The kappa-MP2 term, for a gap `D > 0`: the second-order term with two damping factors. -/
def kappaTerm (k K D : ℝ) : ℝ := dampedTerm 2 k K D
```

Two damping factors give the κ-MP2 term, written \(f(D)=-K^2g(D)^2/D\) below.

```lean
/-- The kappa-MP2 correlation energy of finitely many double excitations with couplings `K i`
and gaps `D i > 0`. -/
def kappaEnergy {ι : Type*} [Fintype ι] (k : ℝ) (K D : ι → ℝ) : ℝ :=
  ∑ i, kappaTerm k (K i) (D i)
```

The index type `ι` labels the excitations, and `Fintype ι` says that there are finitely many. The energy is the sum of their terms, with one common \(k\). In the spin-orbital picture each excitation, from an unordered pair of occupied orbitals to an unordered pair of virtual ones, is counted once.

```lean
/-- The damping factor divided by the gap tends to `k` as the gap closes. -/
theorem damping_div_gap_tendsto (k : ℝ) :
    Tendsto (fun D : ℝ => (1 - Real.exp (-(k * D))) / D) (𝓝[>] 0) (𝓝 k) := by
  have h1 : HasDerivAt (fun D : ℝ => -(k * D)) (-k) 0 :=
    ((hasDerivAt_id' (0 : ℝ)).const_mul k).fun_neg.congr_deriv (by ring)
  have h2 : HasDerivAt (fun D : ℝ => 1 - Real.exp (-(k * D))) k 0 :=
    (h1.exp.const_sub 1).congr_deriv (by simp)
  -- the ratio is the difference quotient of the damping factor at zero gap
  refine h2.tendsto_slope_zero_right.congr (fun D => ?_)
  simp [div_eq_inv_mul]
```

`Tendsto F (𝓝[>] 0) (𝓝 k)` says that \(F(D)\to k\) as \(D\to0^+\). By hand, \(g(0)=0\) and \(g'(D)=ke^{-kD}\), so
\[
\frac{g(D)}{D}=\frac{g(D)-g(0)}{D-0}\to g'(0)=k.
\]
In the proof, `h1` differentiates the exponent and `h2` applies the chain rule. Then `tendsto_slope_zero_right` turns the derivative into the limit of the difference quotient from the right.

```lean
/-- With `n + 1` damping factors, the energy term divided by the `n`-th power of the gap tends
to `-K² k ^ (n + 1)` as the gap closes. -/
theorem dampedTerm_div_pow_tendsto (n : ℕ) (k K : ℝ) :
    Tendsto (fun D : ℝ => dampedTerm (n + 1) k K D / D ^ n) (𝓝[>] 0)
      (𝓝 (-K ^ 2 * k ^ (n + 1))) := by
  refine (((damping_div_gap_tendsto k).pow (n + 1)).const_mul (-K ^ 2)).congr (fun D => ?_)
  rw [dampedTerm, div_pow, div_div, ← pow_succ' D n, mul_div_assoc]
```

With \(n+1\) factors, the powers of \(D\) pair up with the factors:
\[
\frac{1}{D^n}\left(-\frac{K^2g(D)^{n+1}}{D}\right)=-K^2\left(\frac{g(D)}{D}\right)^{n+1}\to-K^2k^{n+1}.
\]
The proof takes the previous limit to a power, multiplies it by `-K ^ 2`, and uses `congr` to identify the two expressions. At \(n=0\), a single damping factor leaves the finite limit \(-K^2k\).

```lean
/-- The kappa-MP2 term vanishes linearly at zero gap: divided by the gap, it tends to
`-k² K²`. -/
theorem kappaTerm_div_gap_tendsto (k K : ℝ) :
    Tendsto (fun D : ℝ => kappaTerm k K D / D) (𝓝[>] 0) (𝓝 (-(k ^ 2 * K ^ 2))) := by
  have e : -(k ^ 2 * K ^ 2) = -K ^ 2 * k ^ (1 + 1) := by ring
  rw [e]
  refine (dampedTerm_div_pow_tendsto 1 k K).congr (fun D => ?_)
  rw [pow_one]
  rfl
```

Setting \(n=1\) gives \(f(D)/D\to-k^2K^2\). Hence \(f(D)=D\cdot(f(D)/D)\to0\), with slope \(-k^2K^2\). The statement holds for every real \(k\) and \(K\); if either is zero, the term is identically zero.

The same derivative argument, done here by hand only, covers a damping factor \(1-e^{-sD^2}\) used once. With \(u=D^2\), \((1-e^{-su})/u\to s\), so \(-K^2(1-e^{-sD^2})/D\) also vanishes linearly, with slope \(-sK^2\).

```lean
/-- Without damping factors, the second-order term of a nonzero coupling diverges to minus
infinity as the gap closes. -/
theorem undamped_tendsto_atBot (k : ℝ) {K : ℝ} (hK : K ≠ 0) :
    Tendsto (fun D : ℝ => dampedTerm 0 k K D) (𝓝[>] 0) atBot := by
  have hneg : -K ^ 2 < 0 := neg_lt_zero.mpr (by positivity)
  have h : Tendsto (fun D : ℝ => D⁻¹) (𝓝[>] 0) atTop := tendsto_inv_nhdsGT_zero
  refine (h.const_mul_atTop_of_neg hneg).congr (fun D => ?_)
  simp [dampedTerm, div_eq_mul_inv]
```

This is the divergence from the opening. `atBot` means \(-\infty\), and `hK` says \(K\neq0\). Since \(1/D\to+\infty\) and \(-K^2<0\), the product goes to \(-\infty\).

```lean
/-- For `x ≥ 0` the damping factor `1 - exp (-x)` lies between `x / (1 + x)` and `x`. -/
theorem damping_bounds {x : ℝ} (hx : 0 ≤ x) :
    x / (1 + x) ≤ 1 - Real.exp (-x) ∧ 1 - Real.exp (-x) ≤ x := by
  constructor
  · have e : Real.exp (-x) * Real.exp x = 1 := by
      rw [← Real.exp_add]
      simp
    have h := mul_le_mul_of_nonneg_left (Real.add_one_le_exp x) (Real.exp_pos (-x)).le
    rw [div_le_iff₀ (by linarith)]
    nlinarith
  · linarith [Real.add_one_le_exp (-x)]
```

These bounds prepare an estimate at finite gap. Multiplying \(1+x\le e^x\) by \(e^{-x}\) gives \((1+x)e^{-x}\le1\), hence \(x\le(1+x)(1-e^{-x})\). Dividing by \(1+x>0\) gives the lower bound. The upper bound is \(1-x\le e^{-x}\), rearranged. Lean starts both from `Real.add_one_le_exp`.

```lean
/-- For `k > 0`, at every positive gap the kappa-MP2 term lies between `-k² K² D` and `-k² K² D / (1
+ k D)²`. -/
theorem kappaTerm_bounds {k D : ℝ} (K : ℝ) (hk : 0 < k) (hD : 0 < D) :
    -(k ^ 2 * K ^ 2 * D) ≤ kappaTerm k K D ∧
      kappaTerm k K D ≤ -(k ^ 2 * K ^ 2 * D / (1 + k * D) ^ 2) := by
  have hx : 0 < k * D := mul_pos hk hD
  obtain ⟨hl, hu⟩ := damping_bounds hx.le
  have h0 : 0 ≤ k * D / (1 + k * D) := by positivity
  -- square both bounds on the damping factor and multiply by the squared coupling
  have hl2 := mul_le_mul_of_nonneg_left (pow_le_pow_left₀ h0 hl 2) (sq_nonneg K)
  have hu2 := mul_le_mul_of_nonneg_left (pow_le_pow_left₀ (h0.trans hl) hu 2) (sq_nonneg K)
  unfold kappaTerm dampedTerm
  constructor
  · rw [le_div_iff₀ hD]
    linarith
  · have e : k ^ 2 * K ^ 2 * D / (1 + k * D) ^ 2 * D
        = K ^ 2 * (k * D / (1 + k * D)) ^ 2 := by
      rw [div_pow]
      ring
    rw [div_le_iff₀ hD, neg_mul, neg_mul, e]
    linarith
```

For \(k>0\) and every \(D>0\), the theorem states
\[
-k^2K^2D\le f(D)\le-\frac{k^2K^2D}{(1+kD)^2}.
\]
Put \(x=kD\) in the previous bounds. All quantities are nonnegative, so squaring keeps the order:
\[
\frac{k^2D^2}{(1+kD)^2}\le g(D)^2\le k^2D^2.
\]
Multiply by \(K^2\), divide by \(D\) and change sign, which reverses the inequalities. In Lean, `hl2` and `hu2` are the squared bounds multiplied by \(K^2\); the final steps clear the division by \(D\).

```lean
/-- If all gaps close together as `t * d i` with `d i > 0`, the kappa-MP2 energy divided by `t`
tends to `-k² ∑ K i² d i`. -/
theorem kappaEnergy_div_scale_tendsto {ι : Type*} [Fintype ι] (k : ℝ) (K d : ι → ℝ)
    (hd : ∀ i, 0 < d i) :
    Tendsto (fun t : ℝ => kappaEnergy k K (fun i => t * d i) / t) (𝓝[>] 0)
      (𝓝 (-(k ^ 2 * ∑ i, K i ^ 2 * d i))) := by
  have hterm : ∀ i, Tendsto (fun t : ℝ => kappaTerm k (K i) (t * d i) / t) (𝓝[>] 0)
      (𝓝 (-(k ^ 2 * K i ^ 2) * d i)) := by
    intro i
    -- each gap approaches zero through positive values
    have hs : Tendsto (fun t : ℝ => t * d i) (𝓝[>] 0) (𝓝[>] 0) := by
      refine tendsto_nhdsWithin_iff.mpr ⟨?_, ?_⟩
      · have h : Tendsto (fun t : ℝ => t * d i) (𝓝 0) (𝓝 (0 * d i)) :=
          tendsto_id.mul_const (d i)
        rw [zero_mul] at h
        exact h.mono_left nhdsWithin_le_nhds
      · filter_upwards [self_mem_nhdsWithin] with t ht
        exact mul_pos ht (hd i)
    refine (((kappaTerm_div_gap_tendsto k (K i)).comp hs).mul_const (d i)).congr (fun t => ?_)
    show kappaTerm k (K i) (t * d i) / (t * d i) * d i = kappaTerm k (K i) (t * d i) / t
    rw [div_mul_eq_mul_div, mul_div_mul_right _ _ (hd i).ne']
  have e : -(k ^ 2 * ∑ i, K i ^ 2 * d i) = ∑ i, -(k ^ 2 * K i ^ 2) * d i := by
    rw [Finset.mul_sum, ← Finset.sum_neg_distrib]
    exact Finset.sum_congr rfl (fun i _ => by ring)
  rw [e]
  -- add the limits of the individual excitations
  refine (tendsto_finsetSum Finset.univ (fun i _ => hterm i)).congr (fun t => ?_)
  rw [kappaEnergy, Finset.sum_div]

end

end KappaMP2SmallGap
```

Now all gaps close together as \(D_i=t\,d_i\), with fixed \(d_i>0\) and fixed couplings \(K_i\). For each excitation, with \(f_i\) its κ-MP2 term,
\[
\frac{f_i(td_i)}{t}=\frac{f_i(td_i)}{td_i}\,d_i\to-k^2K_i^2d_i.
\]
Adding finitely many limits gives \(-k^2\sum_iK_i^2d_i\) for the energy divided by \(t\). In the proof, `hs` checks that \(td_i\) approaches zero through positive values, `hterm` is the limit for one excitation, and `tendsto_finsetSum` adds them. Couplings that change with the gaps, as they generally do when the molecular geometry changes, are not covered.

```lean
#print axioms KappaMP2SmallGap.kappaTerm_div_gap_tendsto
-- 'KappaMP2SmallGap.kappaTerm_div_gap_tendsto' depends on axioms: [propext, Classical.choice, Quot.sound]
#print axioms KappaMP2SmallGap.undamped_tendsto_atBot
-- 'KappaMP2SmallGap.undamped_tendsto_atBot' depends on axioms: [propext, Classical.choice, Quot.sound]
#print axioms KappaMP2SmallGap.kappaTerm_bounds
-- 'KappaMP2SmallGap.kappaTerm_bounds' depends on axioms: [propext, Classical.choice, Quot.sound]
#print axioms KappaMP2SmallGap.kappaEnergy_div_scale_tendsto
-- 'KappaMP2SmallGap.kappaEnergy_div_scale_tendsto' depends on axioms: [propext, Classical.choice, Quot.sound]
```
